# The aufbau density is Lipschitz in the Fock matrix, with constant two over the sum of the gaps

When the highest occupied and lowest empty orbitals are nearly degenerate, a tiny change of the Fock matrix can exchange them. The density matrix then jumps by √2 in the Frobenius norm, so one step of a self-consistent field (SCF) calculation can turn a negligible error into a finite one. A bound proportional to the change of the Fock matrix therefore cannot have the same constant for all gaps.

## The bound from orbital overlaps

Take K orthonormal basis functions and N occupied orbitals, 0 < N < K, numbered from 0. The orbitals of a real symmetric Fock matrix F are the columns of C, with CᵀC = 1, FC = C diag(ε) and ε ascending. Let n_i = 1 for i < N and 0 otherwise. The density and gap are

P = C diag(n) Cᵀ,  w = ε_N − ε_{N−1}.

Primes mark the same quantities for a second Fock matrix F′. If w + w′ > 0, the claim is

‖P − P′‖ ≤ 2‖F − F′‖/(w + w′),

where ‖A‖² = ⟨A, A⟩ and ⟨A, B⟩ = Σ_ij A_ij B_ij = tr(ABᵀ).

**Mixed basis.** Since CCᵀ = C′C′ᵀ = 1, cyclicity of the trace gives

⟨CᵀAC′, CᵀBC′⟩ = tr(CᵀAC′C′ᵀBᵀC) = ⟨A, B⟩.

Write D = P − P′ and U = CᵀC′. Because F = C diag(ε) Cᵀ, and likewise for F′,

(Cᵀ(F − F′)C′)_ij = (ε_i − ε′_j)U_ij,
(CᵀDC′)_ij = (n_i − n_j)U_ij.

**Pointwise inequality.** Let μ and μ′ be the midpoints of the two gaps. Occupied levels satisfy ε_i ≤ μ − w/2 and empty ones ε_i ≥ μ + w/2; the same holds with primes. If i is occupied and j empty, then ε_i − ε′_j ≤ μ − μ′ − (w + w′)/2. If i is empty and j occupied, then ε_i − ε′_j ≥ μ − μ′ + (w + w′)/2. If n_i = n_j, every term below vanishes. In all cases

−(ε_i − ε′_j)(n_i − n_j) ≥ (w + w′)/2 · (n_i − n_j)² + (μ′ − μ)(n_i − n_j).

**Summation.** Multiply by U_ij² and sum. The last term drops out, because

Σ_ij (n_i − n_j)U_ij² = ⟨D, 1⟩ = tr P − tr P′ = N − N = 0.

With Cauchy–Schwarz this leaves

(w + w′)/2 · ‖D‖² ≤ −⟨F − F′, D⟩ ≤ ‖F − F′‖ ‖D‖.

If D = 0 the claim is immediate; otherwise divide by ‖D‖.

The term with μ′ − μ cannot be omitted from the pointwise inequality, which would then fail when F′ is F shifted by a large negative constant; only the sum, with equal particle numbers, is insensitive to such a shift.

The mixed basis also serves at finite temperature. For Fermi occupations at inverse temperature β and a common fixed chemical potential, the occupation function has slope at most β/4 in magnitude, so ‖P − P′‖ ≤ (β/4)‖F − F′‖ without any gap. This variant is not formalised below.

## Orbitals, densities and gaps in Lean

All matrices are real and K×K, with indices in `Fin K`, which also start at 0.

```lean
import Mathlib

open Matrix

namespace AufbauLipschitz

noncomputable section

variable {K N : ℕ} {F F' C C' : Matrix (Fin K) (Fin K) ℝ} {ε ε' : Fin K → ℝ}
```

The next structure states what it means for `C` and `ε` to solve the eigenvalue problem. Symmetry of `F` follows from it. That every symmetric matrix has such orbitals is the spectral theorem, which is not needed here: the orbitals enter as a hypothesis.

```lean
/-- The columns of `C` are orthonormal eigenvectors (orbitals) of the Fock matrix `F`,
with orbital energies `ε` in ascending order. -/
structure AufbauOrbitals (F C : Matrix (Fin K) (Fin K) ℝ) (ε : Fin K → ℝ) : Prop where
  orthonormal : Cᵀ * C = 1
  eigen : F * C = C * diagonal ε
  ordered : Monotone ε
```

Each orbital holds one particle, as for spin orbitals or a single spin channel.

```lean
/-- Occupation numbers: one for the first `N` orbitals, zero for the others. -/
def occ (N : ℕ) (i : Fin K) : ℝ := if i.val < N then 1 else 0

/-- The density matrix built from the first `N` columns of `C`. -/
def density (N : ℕ) (C : Matrix (Fin K) (Fin K) ℝ) : Matrix (Fin K) (Fin K) ℝ :=
  C * diagonal (occ N) * Cᵀ
```

The arguments `h0` and `hK` ensure that both frontier orbitals exist.

```lean
/-- The gap between the `N`-th and the `(N+1)`-th orbital energy, for `0 < N < K`. -/
def gap (ε : Fin K → ℝ) (N : ℕ) (h0 : 0 < N) (hK : N < K) : ℝ :=
  ε ⟨N, hK⟩ - ε ⟨N - 1, (Nat.sub_lt h0 one_pos).trans hK⟩
```

The inner product and norm are written out explicitly.

```lean
/-- The Frobenius inner product of two real matrices. -/
def frobInner (A B : Matrix (Fin K) (Fin K) ℝ) : ℝ := ∑ i, ∑ j, A i j * B i j

/-- The Frobenius norm of a real matrix. -/
def frob (A : Matrix (Fin K) (Fin K) ℝ) : ℝ := √(frobInner A A)
```

## Changing to the mixed basis

The first lemma is the trace calculation above.

```lean
/-- The Frobenius inner product is unchanged when rows and columns are expressed in two
different orthonormal orbital sets. -/
theorem frobInner_rotate (A B : Matrix (Fin K) (Fin K) ℝ) (hC : Cᵀ * C = 1)
    (hC' : C'ᵀ * C' = 1) :
    frobInner (Cᵀ * A * C') (Cᵀ * B * C') = frobInner A B := by
  have key : ∀ X Y : Matrix (Fin K) (Fin K) ℝ, frobInner X Y = trace (X * Yᵀ) := by
    intro X Y
    simp [frobInner, trace, Matrix.mul_apply]
  rw [key, key]
  calc trace (Cᵀ * A * C' * (Cᵀ * B * C')ᵀ)
      = trace (Cᵀ * (A * (C' * C'ᵀ) * Bᵀ * C)) := by
        simp only [transpose_mul, transpose_transpose, Matrix.mul_assoc]
    _ = trace (A * (C' * C'ᵀ) * Bᵀ * C * Cᵀ) := trace_mul_comm _ _
    _ = trace (A * Bᵀ) := by
        rw [mul_eq_one_comm.mp hC', Matrix.mul_one, Matrix.mul_assoc,
          mul_eq_one_comm.mp hC, Matrix.mul_one]
```

The second gives the mixed entries for arbitrary diagonal values `a` and `b`, so it serves both Fock matrices and densities.

```lean
/-- Between two orthonormal orbital sets, the difference of two operators, each diagonal in
its own set, has as entries the differences of diagonal values times the orbital overlaps. -/
theorem mixed_entry (hC : Cᵀ * C = 1) (hC' : C'ᵀ * C' = 1) (a b : Fin K → ℝ) (i j : Fin K) :
    (Cᵀ * (C * diagonal a * Cᵀ - C' * diagonal b * C'ᵀ) * C') i j
      = (a i - b j) * (Cᵀ * C') i j := by
  have h : Cᵀ * (C * diagonal a * Cᵀ - C' * diagonal b * C'ᵀ) * C'
      = diagonal a * (Cᵀ * C') - (Cᵀ * C') * diagonal b := by
    calc _ = (Cᵀ * C) * diagonal a * (Cᵀ * C')
          - (Cᵀ * C') * diagonal b * (C'ᵀ * C') := by noncomm_ring
      _ = _ := by rw [hC, hC', one_mul, mul_one]
  rw [h, Matrix.sub_apply, Matrix.diagonal_mul, Matrix.mul_diagonal]
  ring
```

## From the midgap level to the bound

The factor `2 * occ N i - 1` is +1 for occupied and −1 for empty orbitals, which puts both midgap inequalities into one formula.

```lean
/-- For ascending energies some level `μ` has every occupied orbital at least half the gap
below it and every empty orbital at least half the gap above it. -/
theorem exists_midgap (hε : Monotone ε) (h0 : 0 < N) (hK : N < K) :
    ∃ μ, ∀ i, gap ε N h0 hK / 2 ≤ (2 * occ N i - 1) * (μ - ε i) := by
  refine ⟨(ε ⟨N, hK⟩ + ε ⟨N - 1, (Nat.sub_lt h0 one_pos).trans hK⟩) / 2, fun i => ?_⟩
  unfold gap occ
  split_ifs with hi
  · have := hε (show i ≤ ⟨N - 1, (Nat.sub_lt h0 one_pos).trans hK⟩ from
      Fin.le_def.mpr (Nat.le_sub_one_of_lt hi))
    linarith
  · have := hε (show (⟨N, hK⟩ : Fin K) ≤ i from Fin.le_def.mpr (not_lt.mp hi))
    linarith
```

In the next proof, `hD` and `hE` are the mixed entries, `hbal` is the equality of particle numbers, `hpt` is the pointwise inequality, checked by cases on the occupations, and `hsum` is its weighted sum.

```lean
/-- The mean of the two gaps times the squared norm of the density difference is at most minus the
inner product of the Fock matrix difference with the density difference. -/
theorem aufbau_monotone (h : AufbauOrbitals F C ε) (h' : AufbauOrbitals F' C' ε')
    (h0 : 0 < N) (hK : N < K) :
    (gap ε N h0 hK + gap ε' N h0 hK) / 2 * frob (density N C - density N C') ^ 2
      ≤ -frobInner (F - F') (density N C - density N C') := by
  have hC := h.orthonormal
  have hC' := h'.orthonormal
  set D := density N C - density N C' with hDdef
  have hD : ∀ i j, (Cᵀ * D * C') i j = (occ N i - occ N j) * (Cᵀ * C') i j :=
    mixed_entry hC hC' (occ N) (occ N)
  have hE : ∀ i j, (Cᵀ * (F - F') * C') i j = (ε i - ε' j) * (Cᵀ * C') i j := by
    intro i j
    have e := mixed_entry hC hC' ε ε' i j
    rwa [← h.eigen, ← h'.eigen, mul_assoc F, mul_assoc F', mul_eq_one_comm.mp hC,
      mul_eq_one_comm.mp hC', mul_one, mul_one] at e
  -- both densities hold the same number of particles
  have hbal : frobInner D 1 = 0 := by
    have ht : ∀ W : Matrix (Fin K) (Fin K) ℝ, Wᵀ * W = 1 →
        trace (density N W) = ∑ i : Fin K, occ N i := by
      intro W hW
      rw [density, trace_mul_comm, ← mul_assoc, hW, one_mul, trace_diagonal]
    calc frobInner D 1 = trace D := by simp [frobInner, trace, Matrix.one_apply]
      _ = 0 := by rw [hDdef, trace_sub, ht C hC, ht C' hC', sub_self]
  obtain ⟨μ, hμ⟩ := exists_midgap h.ordered h0 hK
  obtain ⟨μ', hμ'⟩ := exists_midgap h'.ordered h0 hK
  have hpt : ∀ i j : Fin K, 0 ≤ -((ε i - ε' j) * (occ N i - occ N j))
      - (gap ε N h0 hK + gap ε' N h0 hK) / 2 * (occ N i - occ N j) ^ 2
      - (μ' - μ) * (occ N i - occ N j) := by
    intro i j
    have a := hμ i
    have b := hμ' j
    simp only [occ] at a b ⊢
    split_ifs at a b ⊢ <;> linarith
  -- weight with the squared overlaps and sum
  have hsum : 0 ≤ -frobInner (F - F') D
      - (gap ε N h0 hK + gap ε' N h0 hK) / 2 * frobInner D D
      - (μ' - μ) * frobInner D 1 := by
    rw [← frobInner_rotate (F - F') D hC hC', ← frobInner_rotate D D hC hC',
      ← frobInner_rotate D 1 hC hC']
    simp only [frobInner, hD, hE, Matrix.mul_one, Finset.mul_sum,
      ← Finset.sum_neg_distrib, ← Finset.sum_sub_distrib]
    refine Finset.sum_nonneg fun i _ => Finset.sum_nonneg fun j _ => ?_
    have := mul_nonneg (hpt i j) (sq_nonneg ((Cᵀ * C') i j))
    linarith
  have hn : 0 ≤ frobInner D D :=
    Finset.sum_nonneg fun i _ => Finset.sum_nonneg fun j _ => mul_self_nonneg _
  rw [hbal] at hsum
  rw [frob, Real.sq_sqrt hn]
  linarith
```

The main theorem applies Cauchy–Schwarz to sums over index pairs, then separates D = 0 from D ≠ 0. Its hypothesis `hw` asks only for a positive sum, so one gap may be closed; the bound then holds for whichever degenerate orbitals were chosen.

```lean
/-- Lipschitz bound for the aufbau step: if the two gaps have a positive sum, the densities
differ by at most twice the difference of the Fock matrices over that sum. -/
theorem aufbau_lipschitz (h : AufbauOrbitals F C ε) (h' : AufbauOrbitals F' C' ε')
    (h0 : 0 < N) (hK : N < K) (hw : 0 < gap ε N h0 hK + gap ε' N h0 hK) :
    frob (density N C - density N C')
      ≤ 2 * frob (F - F') / (gap ε N h0 hK + gap ε' N h0 hK) := by
  have hm := aufbau_monotone h h' h0 hK
  -- Cauchy-Schwarz
  have hcs : -frobInner (F - F') (density N C - density N C')
      ≤ frob (F - F') * frob (density N C - density N C') := by
    have e := Real.sum_mul_le_sqrt_mul_sqrt (Finset.univ : Finset (Fin K × Fin K))
      (fun p => -(F - F') p.1 p.2) (fun p => (density N C - density N C') p.1 p.2)
    simpa only [frob, frobInner, Fintype.sum_prod_type, pow_two, neg_mul, mul_neg, neg_neg,
      Finset.sum_neg_distrib] using e
  have hf : 0 ≤ frob (F - F') := Real.sqrt_nonneg _
  have hd : 0 ≤ frob (density N C - density N C') := Real.sqrt_nonneg _
  rw [le_div_iff₀ hw]
  rcases hd.eq_or_lt with hz | hp
  · rw [← hz]
    linarith
  · refine le_of_mul_le_mul_right ?_ hp
    linarith
```

For Hartree–Fock practice, this controls the aufbau half of an SCF step in a finite orthonormal basis. The dependence of the Fock matrix on the density is the remaining step to the full iteration, and convergence does not follow from this bound alone.

## Two levels that attain equality

Take F = diag(−a, a) and F′ = diag(b, −b) with a, b > 0 and one particle. The gaps are 2a and 2b, and D = diag(1, −1) has norm √2. Since ‖F − F′‖ = √2(a + b), the right-hand side is also √2. The constant 2 therefore cannot be lowered for any pair of positive gaps.

```lean
/-- The bound is sharp for any two positive gaps `2a` and `2b`: two two-level Fock matrices
with opposite level order attain equality. -/
theorem aufbau_lipschitz_sharp {a b : ℝ} (ha : 0 < a) (hb : 0 < b) :
    AufbauOrbitals !![-a, 0; 0, a] 1 ![-a, a] ∧
    AufbauOrbitals !![b, 0; 0, -b] !![0, 1; 1, 0] ![-b, b] ∧
    gap ![-a, a] 1 one_pos one_lt_two = 2 * a ∧
    gap ![-b, b] 1 one_pos one_lt_two = 2 * b ∧
    frob (density 1 (1 : Matrix (Fin 2) (Fin 2) ℝ) - density 1 !![0, 1; 1, 0])
      = 2 * frob (!![-a, 0; 0, a] - !![b, 0; 0, -b]) / (2 * a + 2 * b) := by
  have hmono : ∀ x : ℝ, 0 < x → Monotone ![-x, x] := by
    intro x hx
    refine Fin.monotone_iff_le_succ.mpr fun i => ?_
    fin_cases i
    change -x ≤ x
    linarith
  have hgap : ∀ x : ℝ, gap ![-x, x] 1 one_pos one_lt_two = 2 * x := by
    intro x
    change x - -x = 2 * x
    ring
  have hfr : ∀ x : ℝ, frob !![x, 0; 0, -x] = |x| * √2 := by
    intro x
    have e : frobInner !![x, 0; 0, -x] !![x, 0; 0, -x] = x ^ 2 * 2 := by
      simp [frobInner, Fin.sum_univ_two]
      ring
    rw [frob, e, Real.sqrt_mul (sq_nonneg x), Real.sqrt_sq_eq_abs]
  -- with one particle only the first orbital contributes
  have hden : ∀ (W : Matrix (Fin 2) (Fin 2) ℝ) (i j : Fin 2),
      density 1 W i j = W i 0 * W j 0 := by
    intro W i j
    rw [density, Matrix.mul_apply, Fin.sum_univ_two, Matrix.mul_diagonal, Matrix.mul_diagonal]
    simp [occ]
  refine ⟨⟨by simp, ?_, hmono a ha⟩, ⟨?_, ?_, hmono b hb⟩, hgap a, hgap b, ?_⟩
  · ext i j
    fin_cases i <;> fin_cases j <;> simp
  · ext i j
    fin_cases i <;> fin_cases j <;> simp [Matrix.mul_apply, Fin.sum_univ_two]
  · ext i j
    fin_cases i <;> fin_cases j <;> simp [Matrix.mul_apply, Fin.sum_univ_two, diagonal]
  · have hP : density 1 (1 : Matrix (Fin 2) (Fin 2) ℝ) - density 1 !![0, 1; 1, 0]
        = !![1, 0; 0, -1] := by
      ext i j
      rw [Matrix.sub_apply, hden, hden]
      revert i j
      simp only [Fin.forall_fin_two]
      simp
    have hF : !![-a, 0; 0, a] - !![b, 0; 0, -b] = !![-(a + b), 0; 0, -(-(a + b))] := by
      ext i j
      fin_cases i <;> fin_cases j <;> simp
      ring
    rw [hP, hF, hfr, hfr, abs_one, abs_neg, abs_of_pos (add_pos ha hb),
      eq_div_iff (by positivity)]
    ring

end

end AufbauLipschitz
```

```lean
#print axioms AufbauLipschitz.aufbau_lipschitz
#print axioms AufbauLipschitz.aufbau_lipschitz_sharp
```

```
'AufbauLipschitz.aufbau_lipschitz' depends on axioms: [propext, Classical.choice, Quot.sound]
'AufbauLipschitz.aufbau_lipschitz_sharp' depends on axioms: [propext, Classical.choice, Quot.sound]
```
